# Second-order perturbation theory never underestimates the free-energy lowering of a qubit by a transverse field

Truncating a free energy at second order in a coupling does not by itself reveal the sign of the error. Without further information the true lowering may be larger or smaller than the estimate, so the estimate is not automatically a bound. For one qubit with a transverse coupling, at any finite positive temperature, the sign can be settled at every coupling strength.

Let $H_0=hZ$ and $V=gX$, where $Z$ and $X$ are Pauli matrices, $h>0$ is half the bare level splitting and $g$ is a real coupling energy. Let $b=1/(k_BT)>0$ be the inverse temperature and $F(H)=-\tfrac1b\ln\operatorname{tr}e^{-bH}$ the free energy. Then

$$0\;\le\;F(H_0)-F(H_0+V)\;\le\;\frac{g^2\tanh(bh)}{2h}.$$

The right-hand side is the second-order estimate. For $g\neq0$ there is also a sharper lower bound: the same expression with $h$ replaced by the length of the total field, $E=\sqrt{h^2+g^2}$, in both places where it occurs.

## The qubit and its free energy

The model is a two-level system, described by complex $2\times2$ matrices.

In Lean 4 with Mathlib:

```lean
import Mathlib

open Matrix

namespace QubitSecondOrderBracket

noncomputable section
```

The coupling acts through $X$, which flips the two basis states.

```lean
/-- The Pauli matrix X. -/
def pauliX : Matrix (Fin 2) (Fin 2) ℂ := !![0, 1; 1, 0]
```

The bare Hamiltonian is proportional to $Z$, so its levels are $+h$ and $-h$.

```lean
/-- The Pauli matrix Z. -/
def pauliZ : Matrix (Fin 2) (Fin 2) ℂ := !![1, 0; 0, -1]
```

The free energy is defined for any $2\times2$ matrix. `NormedSpace.exp` is the true matrix exponential, given by the power series and not taken entry by entry. The logarithm is a real function, so the definition takes the real part of the trace. For the Hamiltonians used here this loses nothing, because the partition function will turn out to be real and positive.

```lean
/-- The free energy `-(1/b) ln Re(trace exp(-b H))` at inverse temperature `b`. -/
def freeEnergy (b : ℝ) (H : Matrix (Fin 2) (Fin 2) ℂ) : ℝ :=
  -(1 / b) * Real.log (trace (NormedSpace.exp ((-(b : ℂ)) • H))).re
```

The total field has components $h$ along $z$ and $g$ along $x$. Its length is $E=\sqrt{h^2+g^2}$, written `levelEnergy h g` in the code.

```lean
/-- The length `√(h² + g²)` of the total field. -/
def levelEnergy (h g : ℝ) : ℝ := √(h ^ 2 + g ^ 2)
```

The quantity to be bounded is the lowering $F(hZ)-F(hZ+gX)$, a function of $b$, $h$ and $g$. Both $h$ and $g$ enter as real numbers cast to complex ones, which keeps the Hamiltonian Hermitian.

```lean
/-- The free-energy lowering `F(H0) - F(H0 + V)` for `H0 = h Z` and `V = g X`. -/
def lowering (b h g : ℝ) : ℝ :=
  freeEnergy b ((h : ℂ) • pauliZ) - freeEnergy b ((h : ℂ) • pauliZ + (g : ℂ) • pauliX)
```

Two facts about $E$ are used throughout: $E>0$, because $h>0$, and $E^2=h^2+g^2$.

```lean
/-- For `h > 0` the total field has positive length, and its square is `h² + g²`. -/
theorem levelEnergy_pos_sq {h : ℝ} (hh : 0 < h) (g : ℝ) :
    0 < levelEnergy h g ∧ levelEnergy h g ^ 2 = h ^ 2 + g ^ 2 :=
  ⟨Real.sqrt_pos.2 (by positivity), Real.sq_sqrt (by positivity)⟩
```

## The partition function is $2\cosh(bE)$

In the basis of $Z$ the full Hamiltonian is

$$H=\begin{pmatrix}h&g\\ g&-h\end{pmatrix}.$$

The vector $(E+h,\;g)$ is an eigenvector for the level $E$:

$$H\begin{pmatrix}E+h\\ g\end{pmatrix}=\begin{pmatrix}hE+h^2+g^2\\ gE\end{pmatrix}=E\begin{pmatrix}E+h\\ g\end{pmatrix}.$$

Likewise $(-g,\;E+h)$ belongs to the level $-E$:

$$H\begin{pmatrix}-g\\ E+h\end{pmatrix}=\begin{pmatrix}gE\\ -hE-h^2-g^2\end{pmatrix}=-E\begin{pmatrix}-g\\ E+h\end{pmatrix}.$$

Both vectors have squared length $(E+h)^2+g^2=2E(E+h)$, so the normalised eigenvectors are these divided by $\sqrt{2E(E+h)}$. The code keeps them unnormalised, as the columns of a matrix $U$ with $\det U=2E(E+h)>0$. An invertible $U$ is enough, since $H=U\,\mathrm{diag}(E,-E)\,U^{-1}$ gives

$$\operatorname{tr}e^{-bH}=\operatorname{tr}\!\left(U\,\mathrm{diag}(e^{-bE},e^{bE})\,U^{-1}\right)=e^{-bE}+e^{bE}=2\cosh(bE).$$

In the proof, `hdet` gives the invertibility of $U$, `hHU` is the pair of eigenvector equations written as one matrix identity, and `hconj` is the diagonalisation multiplied by $-b$. The last rewriting steps move the exponential inside the change of basis and use the cyclic property of the trace to remove $U$.

```lean
/-- The partition function of `h Z + g X` is `2 cosh(b E)`, with `E` the length of the
total field. -/
theorem partition_function {h : ℝ} (hh : 0 < h) (b g : ℝ) :
    trace (NormedSpace.exp ((-(b : ℂ)) • ((h : ℂ) • pauliZ + (g : ℂ) • pauliX))) =
      ((2 * Real.cosh (b * levelEnergy h g) : ℝ) : ℂ) := by
  obtain ⟨hE, hsq⟩ := levelEnergy_pos_sq hh g
  generalize levelEnergy h g = E at hE hsq ⊢
  have hEc : (E : ℂ) ^ 2 = (h : ℂ) ^ 2 + (g : ℂ) ^ 2 := by exact_mod_cast hsq
  have hH : (h : ℂ) • pauliZ + (g : ℂ) • pauliX = !![(h : ℂ), g; g, -(h : ℂ)] := by
    ext i j
    fin_cases i <;> fin_cases j <;> simp [pauliX, pauliZ]
  -- the columns of U are eigenvectors for the levels E and -E
  obtain ⟨U, hU⟩ : ∃ U : Matrix (Fin 2) (Fin 2) ℂ,
      U = !![(E : ℂ) + h, -(g : ℂ); g, (E : ℂ) + h] := ⟨_, rfl⟩
  have hdet : IsUnit U.det := by
    have h1 : U.det = (((E + h) ^ 2 + g ^ 2 : ℝ) : ℂ) := by
      rw [hU, Matrix.det_fin_two_of]
      push_cast
      ring
    rw [h1, isUnit_iff_ne_zero]
    exact Complex.ofReal_ne_zero.2 (by positivity)
  have hHU : !![(h : ℂ), g; g, -(h : ℂ)] * U = U * diagonal ![(E : ℂ), -(E : ℂ)] := by
    rw [hU]
    ext i j
    fin_cases i <;> fin_cases j <;>
      simp [Matrix.mul_apply, Fin.sum_univ_two, Matrix.diagonal] <;>
      first
        | ring1
        | linear_combination -hEc
        | linear_combination hEc
  have hconj : (-(b : ℂ)) • !![(h : ℂ), g; g, -(h : ℂ)] =
      U * ((-(b : ℂ)) • diagonal ![(E : ℂ), -(E : ℂ)]) * U⁻¹ := by
    rw [Matrix.mul_smul, Matrix.smul_mul, ← hHU, Matrix.mul_assoc,
      Matrix.mul_nonsing_inv _ hdet, Matrix.mul_one]
  -- the trace does not see the change of basis
  rw [hH, hconj, Matrix.exp_conj _ _ ((Matrix.isUnit_iff_isUnit_det U).2 hdet),
    Matrix.trace_mul_cycle, Matrix.nonsing_inv_mul _ hdet, Matrix.one_mul,
    ← Matrix.diagonal_smul, Matrix.exp_diagonal, Matrix.trace_diagonal, Fin.sum_univ_two,
    Pi.coe_exp, Pi.coe_exp, ← Complex.exp_eq_exp_ℂ, Complex.ofReal_mul,
    Complex.ofReal_cosh, Complex.cosh]
  simp
  ring
```

## The lowering as a difference of $\ln\cosh$

Taking the logarithm gives

$$F(hZ+gX)=-\frac1b\left[\ln2+\ln\cosh(bE)\right].$$

At $g=0$ the field length is $\sqrt{h^2}=h$, because $h>0$. Subtracting the two free energies cancels $\ln2$:

$$F(H_0)-F(H_0+V)=\frac1b\left[\ln\cosh(bE)-\ln\cosh(bh)\right].$$

The proof follows the same route. It establishes the formula for all $g$ as `hF`, specialises it to $g=0$, and subtracts.

```lean
/-- The lowering is the difference of `ln cosh` at the total and the bare field,
divided by `b`. -/
theorem lowering_eq {h : ℝ} (hh : 0 < h) (b g : ℝ) :
    lowering b h g = 1 / b *
      (Real.log (Real.cosh (b * levelEnergy h g)) - Real.log (Real.cosh (b * h))) := by
  have hF : ∀ g : ℝ, freeEnergy b ((h : ℂ) • pauliZ + (g : ℂ) • pauliX) =
      -(1 / b) * (Real.log 2 + Real.log (Real.cosh (b * levelEnergy h g))) := by
    intro g
    rw [freeEnergy, partition_function hh, Complex.ofReal_re,
      Real.log_mul two_ne_zero (Real.cosh_pos _).ne']
  have h0 := hF 0
  have e1 : levelEnergy h 0 = h := by simp [levelEnergy, Real.sqrt_sq hh.le]
  rw [e1, Complex.ofReal_zero, zero_smul, add_zero] at h0
  rw [lowering, h0, hF]
  ring
```

## The ratio $\tanh t/t$ decreases

The two bounds will come from one monotone function. For $t>0$,

$$\frac{d}{dt}\,\frac{\tanh t}{t}=\frac{1}{t\cosh^2t}-\frac{\sinh t}{t^2\cosh t}=\frac{t-\sinh t\cosh t}{t^2\cosh^2t}.$$

Since $\sinh t>t$ and $\cosh t\ge1$, the numerator is negative, and the ratio strictly decreases on the positive half-line.

The code computes this derivative in `hd`, where the identity $\cosh^2t-\sinh^2t=1$ simplifies the numerator. It then applies the standard criterion that a negative derivative on an interval makes a function strictly decreasing.

```lean
/-- The function `tanh t / t` is strictly decreasing for `t > 0`. -/
theorem tanh_div_self_strictAnti :
    StrictAntiOn (fun t : ℝ => Real.tanh t / t) (Set.Ioi 0) := by
  have hd : ∀ t : ℝ, 0 < t → HasDerivAt (fun t : ℝ => Real.tanh t / t)
      ((t - Real.sinh t * Real.cosh t) / (t * Real.cosh t) ^ 2) t := by
    intro t ht
    have hc := (Real.cosh_pos t).ne'
    have e : (fun t : ℝ => Real.tanh t / t) = fun t => Real.sinh t / Real.cosh t / t := by
      funext s
      rw [Real.tanh_eq_sinh_div_cosh]
    have hs : Real.cosh t * Real.cosh t - Real.sinh t * Real.sinh t = 1 := by
      linear_combination Real.cosh_sq t
    rw [e]
    refine (((Real.hasDerivAt_sinh t).fun_div (Real.hasDerivAt_cosh t) hc).fun_div
      (hasDerivAt_id' t) ht.ne').congr_deriv ?_
    rw [hs]
    field_simp
  refine strictAntiOn_of_deriv_neg (convex_Ioi 0)
    (fun t ht => (hd t ht).continuousAt.continuousWithinAt) ?_
  intro t ht
  rw [interior_Ioi] at ht
  have ht' : 0 < t := ht
  rw [(hd t ht').deriv]
  have h1 := Real.self_lt_sinh_iff.2 ht'
  have h2 := Real.one_le_cosh t
  have h3 := Real.cosh_pos t
  exact div_neg_of_neg_of_pos (by nlinarith) (by positivity)
```

## Comparing $\ln\cosh t$ with $t^2$

Take $0<u<v$. The derivative of $\ln\cosh t$ is $\tanh t$, and that of $t^2$ is $2t$. Cauchy's mean value theorem supplies a point $c$ with $u<c<v$ and

$$\ln\cosh v-\ln\cosh u=\frac{v^2-u^2}{2}\,\frac{\tanh c}{c}.$$

The position of $c$ is unknown, but the previous step gives

$$\frac{\tanh v}{v}<\frac{\tanh c}{c}<\frac{\tanh u}{u}.$$

Multiplying by the positive factor $(v^2-u^2)/2$ puts the difference strictly between two explicit expressions. Comparing with $t^2$, and not with $t$, is what suits the problem, because the squares of the two field lengths differ by exactly $g^2$.

In the code, `key` is the mean value identity, and the final line applies monotonicity once on each side of $c$.

```lean
/-- For `0 < u < v`, the increase of `ln cosh` from `u` to `v` lies strictly between
`(v² - u²)/2` times `tanh v / v` and `(v² - u²)/2` times `tanh u / u`. -/
theorem log_cosh_bracket {u v : ℝ} (hu : 0 < u) (huv : u < v) :
    (v ^ 2 - u ^ 2) / 2 * (Real.tanh v / v) <
        Real.log (Real.cosh v) - Real.log (Real.cosh u) ∧
      Real.log (Real.cosh v) - Real.log (Real.cosh u) <
        (v ^ 2 - u ^ 2) / 2 * (Real.tanh u / u) := by
  have hf : ∀ t : ℝ, HasDerivAt (fun t => Real.log (Real.cosh t)) (Real.tanh t) t := by
    intro t
    rw [Real.tanh_eq_sinh_div_cosh]
    exact (Real.hasDerivAt_cosh t).log (Real.cosh_pos t).ne'
  have hg : ∀ t : ℝ, HasDerivAt (fun t : ℝ => t ^ 2) (2 * t) t := by
    intro t
    simpa using hasDerivAt_pow 2 t
  -- Cauchy's mean value theorem for ln cosh t against t²
  obtain ⟨c, ⟨h1, h2⟩, hc⟩ := exists_ratio_hasDerivAt_eq_ratio_slope
    (fun t => Real.log (Real.cosh t)) Real.tanh huv
    (fun t _ => (hf t).continuousAt.continuousWithinAt) (fun t _ => hf t)
    (fun t : ℝ => t ^ 2) (fun t => 2 * t)
    (fun t _ => (hg t).continuousAt.continuousWithinAt) (fun t _ => hg t)
  have c0 : 0 < c := hu.trans h1
  have key : Real.log (Real.cosh v) - Real.log (Real.cosh u) =
      (v ^ 2 - u ^ 2) / 2 * (Real.tanh c / c) := by
    rw [div_mul_div_comm, eq_div_iff (by positivity)]
    exact hc.symm
  have hpos : 0 < (v ^ 2 - u ^ 2) / 2 := by nlinarith
  rw [key]
  exact ⟨mul_lt_mul_of_pos_left (tanh_div_self_strictAnti c0 (c0.trans h2) h2) hpos,
    mul_lt_mul_of_pos_left (tanh_div_self_strictAnti hu c0 h1) hpos⟩
```

## The strict bracket

Let $g\neq0$. Then $E>h$, and the comparison applies with $u=bh$ and $v=bE$. Here $v^2-u^2=b^2(E^2-h^2)=b^2g^2$. For either field length $e=E$ or $e=h$, restoring the prefactor $1/b$ gives

$$\frac1b\cdot\frac{b^2g^2}{2}\cdot\frac{\tanh(be)}{be}=\frac{g^2\tanh(be)}{2e}.$$

Therefore

$$\frac{g^2\tanh(bE)}{2E}<F(H_0)-F(H_0+V)<\frac{g^2\tanh(bh)}{2h}.$$

The hypotheses `hb`, `hh` and `hg` of the theorem are $b>0$, $h>0$ and $g\neq0$. The rescaling by $b$ is the step `hscale`, stated once for a general length `e` and used for both bounds.

```lean
/-- Second-order bracket: for `g ≠ 0` the free-energy lowering lies strictly between
`g² tanh(b e)/(2 e)` at the total field `e = √(h² + g²)` and at the bare field `e = h`. -/
theorem second_order_bracket {b h g : ℝ} (hb : 0 < b) (hh : 0 < h) (hg : g ≠ 0) :
    g ^ 2 * Real.tanh (b * levelEnergy h g) / (2 * levelEnergy h g) < lowering b h g ∧
      lowering b h g < g ^ 2 * Real.tanh (b * h) / (2 * h) := by
  rw [lowering_eq hh]
  obtain ⟨hE, hsq⟩ := levelEnergy_pos_sq hh g
  generalize levelEnergy h g = E at hE hsq ⊢
  have hg2 : 0 < g ^ 2 := by positivity
  have hlt : h < E := lt_of_pow_lt_pow_left₀ 2 hE.le (by linarith)
  obtain ⟨h1, h2⟩ := log_cosh_bracket (mul_pos hb hh) (mul_lt_mul_of_pos_left hlt hb)
  -- undo the scaling of the fields by b
  have hscale : ∀ T e : ℝ, 0 < e → g ^ 2 * T / (2 * e) =
      1 / b * (((b * E) ^ 2 - (b * h) ^ 2) / 2 * (T / (b * e))) := by
    intro T e he
    rw [show g ^ 2 = E ^ 2 - h ^ 2 by linarith]
    field_simp
  have hb' : 0 < 1 / b := by positivity
  rw [hscale _ E hE, hscale _ h hh]
  exact ⟨mul_lt_mul_of_pos_left h1 hb', mul_lt_mul_of_pos_left h2 hb'⟩
```

With $h=g=1$ in some unit of energy and $b=1$ in the inverse of that unit, the three values are about $0.314$, $0.345$ and $0.381$.

The bracket also shows why the upper bound deserves the name second-order estimate. Divide all three members by $g^2$ and let $g\to0$. Then $E\to h$, both outer members tend to $\tanh(bh)/(2h)$, and the lowering divided by $g^2$ must do the same. There is no first-order term, because $X$ has zero diagonal in the eigenbasis of $Z$. This limit is an argument by hand and is not among the theorems of the file, which bound the lowering by the explicit expression.

## Bounds for every real coupling

The conditions $b>0$ and $h>0$ remain in force, as the hypotheses `hb` and `hh`; only $g\neq0$ is dropped. At $g=0$ the two Hamiltonians coincide, so the lowering and the upper bound both vanish. For $g\neq0$ the strict bracket gives the upper bound at once. Its lower member is non-negative, because $\tanh(bE)\ge0$ when $bE>0$, and so the lowering is non-negative too. The proof makes the same division into cases.

```lean
/-- For every real `g` the free-energy lowering is non-negative and at most
`g² tanh(b h)/(2h)`. -/
theorem lowering_bounds {b h : ℝ} (hb : 0 < b) (hh : 0 < h) (g : ℝ) :
    0 ≤ lowering b h g ∧ lowering b h g ≤ g ^ 2 * Real.tanh (b * h) / (2 * h) := by
  rcases eq_or_ne g 0 with rfl | hg
  · simp [lowering]
  · obtain ⟨h1, h2⟩ := second_order_bracket hb hh hg
    have hE := (levelEnergy_pos_sq hh g).1
    have ht : 0 ≤ Real.tanh (b * levelEnergy h g) := by
      rw [Real.tanh_eq_sinh_div_cosh]
      exact div_nonneg (Real.sinh_nonneg_iff.2 (by positivity)) (Real.cosh_pos _).le
    exact ⟨le_trans (by positivity) h1.le, h2.le⟩

end

end QubitSecondOrderBracket
```

```lean
#print axioms QubitSecondOrderBracket.second_order_bracket
-- 'QubitSecondOrderBracket.second_order_bracket' depends on axioms: [propext, Classical.choice, Quot.sound]
#print axioms QubitSecondOrderBracket.lowering_bounds
-- 'QubitSecondOrderBracket.lowering_bounds' depends on axioms: [propext, Classical.choice, Quot.sound]
```

## Negative $b$ reverses both inequalities

The condition $b>0$ says that the qubit is at an ordinary positive temperature. Without it both bounds can fail. Take $b=-1$ and $h=g=1$, so that $E=\sqrt2$. The lowering is

$$-\left[\ln\cosh\sqrt2-\ln\cosh1\right]\approx-0.345,$$

which is negative, against the lower bound. The proposed upper bound is $\tanh(-1)/2\approx-0.381$, which lies below the lowering. The reason is that the lowering and the estimate are both odd in $b$, so changing the sign of $b$ turns every inequality round.

## What the bracket says about a truncated calculation

For a single qubit with a purely transverse coupling along $x$, a finite-temperature calculation stopped at second order places $F(H_0+V)$ too low or exactly right, never too high. When $g\neq0$ the size of the error is limited as well, since it is smaller than the width of the bracket,

$$\frac{g^2}{2}\left(\frac{\tanh(bh)}{h}-\frac{\tanh(bE)}{E}\right).$$

The theorems treat a single two-level system in thermal equilibrium at finite $b>0$. They do not treat a coupling with a component along $Z$, interacting qubits, or a larger spectrum.
